# The virial theorem at a bond length where the energy is stationary in the scale factor

A trial function for a molecule with one bond length r is scaled by a factor η(r), and its energy is E(η, r) = η²T(ηr) + ηV(ηr), where T and V are the kinetic and Coulomb potential energies of the unscaled function. The lemma says that if E is stationary in the scale factor at bond length R, then twice the kinetic energy plus the potential energy equals −R times the total derivative of E(η(r), r) at R. T and V are simply given as real functions differentiable at positive arguments, with no wave function behind them in the file; R and η(R) are positive, and η is differentiable at R. The proof differentiates the energy along the curve by the product and chain rules, then uses the stationarity condition to reach the stated identity.

Lean 4 with Mathlib refuses this proof:

```lean
import Mathlib

open Set

namespace ScalingVirial

noncomputable section

variable {F : Type*} [NormedAddCommGroup F] [NormedSpace ℝ F]

/-- Kinetic energy of the trial function scaled by `h`, with the nuclei at `X`;
`T` is the kinetic energy of the unscaled function. -/
def scaledKinetic (T : F → ℝ) (h : ℝ) (X : F) : ℝ := h ^ 2 * T (h • X)

/-- For `h > 0`, Coulomb potential energy of the trial function scaled by `h`, nuclei at `X`; `V` is
the potential energy of the unscaled function. -/
def scaledPotential (V : F → ℝ) (h : ℝ) (X : F) : ℝ := h * V (h • X)

/-- Total energy `E(h, X) = h² T(hX) + h V(hX)` of the trial function scaled by `h > 0`. -/
def scaledEnergy (T V : F → ℝ) (h : ℝ) (X : F) : ℝ :=
  scaledKinetic T h X + scaledPotential V h X

/-- The derivative of the energy with respect to the scale factor, at fixed nuclei. -/
theorem hasDerivAt_scale {T V : F → ℝ} {T' V' : F →L[ℝ] ℝ} {h : ℝ} {X : F}
    (hT : HasFDerivAt T T' (h • X)) (hV : HasFDerivAt V V' (h • X)) :
    HasDerivAt (fun k : ℝ => scaledEnergy T V k X)
      (2 * h * T (h • X) + h ^ 2 * T' X + V (h • X) + h * V' X) h := by
  have line : HasDerivAt (fun k : ℝ => k • X) X h := by
    simpa using (hasDerivAt_id' h).smul_const X
  have a : HasDerivAt (fun k : ℝ => T (k • X)) (T' X) h := hT.comp_hasDerivAt h line
  have b : HasDerivAt (fun k : ℝ => V (k • X)) (V' X) h := hV.comp_hasDerivAt h line
  have sq : HasDerivAt (fun k : ℝ => k ^ 2) (2 * h) h := by
    simpa using hasDerivAt_pow 2 h
  have e := (sq.fun_mul a).fun_add ((hasDerivAt_id' h).fun_mul b)
  exact e.congr_deriv (by ring)

/-- Virial theorem for the relaxed energy curve: if the scale factor `η(r)` varies differentiably
with bond length and the energy is stationary in the scale factor at `(η(R), R)`, then `2T + V`
equals `-R` times the total derivative of `E(η(r), r)` at `R`. -/
theorem relaxed_curve_virial {T V η : ℝ → ℝ} (hT : DifferentiableOn ℝ T (Ioi 0))
    (hV : DifferentiableOn ℝ V (Ioi 0)) {R : ℝ} (hη : DifferentiableAt ℝ η R)
    (hpos : 0 < η R) (hR : 0 < R)
    (hs : deriv (fun k : ℝ => scaledEnergy T V k R) (η R) = 0) :
    2 * scaledKinetic T (η R) R + scaledPotential V (η R) R =
      -R * deriv (fun r : ℝ => scaledEnergy T V (η r) r) R := by
  have hp : 0 < η R * R := mul_pos hpos hR
  have dT : DifferentiableAt ℝ T (η R * R) := (hT _ hp).differentiableAt (Ioi_mem_nhds hp)
  have dV : DifferentiableAt ℝ V (η R * R) := (hV _ hp).differentiableAt (Ioi_mem_nhds hp)
  have d := hη.hasDerivAt
  -- total derivative along the curve, including the response of the scale factor
  have p : HasDerivAt (fun r : ℝ => η r * r) (deriv η R * R + η R * 1) R :=
    d.fun_mul (hasDerivAt_id' R)
  have a : HasDerivAt (fun r : ℝ => T (η r * r))
      (deriv T (η R * R) * (deriv η R * R + η R * 1)) R := dT.hasDerivAt.comp R p
  have b : HasDerivAt (fun r : ℝ => V (η r * r))
      (deriv V (η R * R) * (deriv η R * R + η R * 1)) R := dV.hasDerivAt.comp R p
  have sq : HasDerivAt (fun r : ℝ => η r ^ 2) (2 * η R * deriv η R) R := by
    simpa using d.fun_pow 2
  have w : HasDerivAt (fun r : ℝ => scaledEnergy T V (η r) r) _ R :=
    (sq.fun_mul a).fun_add (d.fun_mul b)
  -- stationarity in the scale factor, written out
  have s := (hasDerivAt_scale (T := T) (V := V) (h := η R) (X := R)
    dT.hasFDerivAt dV.hasFDerivAt).deriv
  rw [hs] at s
  simp only [fderiv_eq_smul_deriv, smul_eq_mul] at s
  rw [w.deriv]
  simp only [scaledKinetic, scaledPotential, smul_eq_mul]
  linear_combination (-(η R + R * deriv η R)) * s

end

end ScalingVirial
```

The error:

```
Main.lean:54:80: error: Application type mismatch: The argument
  p
has type
  HasDerivAt (fun r => η r * r) (deriv η R * R + η R * 1) R
but is expected to have type
  HasDerivAt (HMul.hMul (η R)) ?m.291 R
in the application
  HasDerivAt.comp R (DifferentiableAt.hasDerivAt dT) p
Main.lean:56:80: error: Application type mismatch: The argument
  p
has type
  HasDerivAt (fun r => η r * r) (deriv η R * R + η R * 1) R
but is expected to have type
  HasDerivAt (HMul.hMul (η R)) ?m.354 R
in the application
  HasDerivAt.comp R (DifferentiableAt.hasDerivAt dV) p
```

The repair, with which the file compiles:

```diff
@@ -52,7 +52,9 @@
     d.fun_mul (hasDerivAt_id' R)
   have a : HasDerivAt (fun r : ℝ => T (η r * r))
-      (deriv T (η R * R) * (deriv η R * R + η R * 1)) R := dT.hasDerivAt.comp R p
+      (deriv T (η R * R) * (deriv η R * R + η R * 1)) R :=
+    HasDerivAt.comp (h₂ := T) (h := fun r : ℝ => η r * r) R dT.hasDerivAt p
   have b : HasDerivAt (fun r : ℝ => V (η r * r))
-      (deriv V (η R * R) * (deriv η R * R + η R * 1)) R := dV.hasDerivAt.comp R p
+      (deriv V (η R * R) * (deriv η R * R + η R * 1)) R :=
+    HasDerivAt.comp (h₂ := V) (h := fun r : ℝ => η r * r) R dV.hasDerivAt p
   have sq : HasDerivAt (fun r : ℝ => η r ^ 2) (2 * η R * deriv η R) R := by
     simpa using d.fun_pow 2
```

Diagnosis. Both errors have the same cause, once for `T` and once for `V`. The chain rule `HasDerivAt.comp` needs the outer function's derivative at `h R`, where `h` is the inner function. Here that derivative is given at `η R * R`, so Lean has to find an `h` whose value at `R` is this product. It reads the product as `HMul.hMul (η R)` applied to `R` and so takes `h` to be r ↦ η(R)·r, with the scale factor frozen at its value at `R`. But `p` is about r ↦ η(r)·r, where the scale factor varies too. The two functions agree at `R` but are not the same function, so `p` is rejected.

The repair states the inner function outright with `h := fun r : ℝ => η r * r`. Its value at `R` is still `η R * R`, so the outer derivative fits as before, and now `p` fits as well. The arguments `h₂ := T` and `h₂ := V` only spell out the outer functions, which the types of `dT.hasDerivAt` and `dV.hasDerivAt` already show. Writing `HasDerivAt.comp` in full instead of with a dot is a change of form only.
